# Where it exists, the zero-energy Green function of an alternant Hückel matrix vanishes within each class

A Green function can be written as the inverse of $E-A$ or as a solution of an equation. Here $A$ is the Hückel matrix, $E$ is the energy measured from the on-site energy that all atoms of an alternant system are taken to share, and the Green function is a matrix $G$ with $(E-A)G=1$. Lean's matrix inverse is defined even for singular matrices, where it returns zero, and a selection rule stated with it would hold there by convention alone.

## Reversing the energy by hand

Let $A$ be the Hückel matrix of finitely many atoms, and let $s(u)=\pm1$ label the class of atom $u$. The system is alternant if $A_{uv}=0$ whenever $s(u)=s(v)$. Physically, hopping only joins opposite classes, and (taking $u=v$) all atoms share one on-site energy, chosen as zero.

Let $S$ be the diagonal matrix of the signs, so $S^2=1$. Then $(SA)_{uv}=s(u)A_{uv}$ and $(AS)_{uv}=A_{uv}s(v)$. Either $A_{uv}=0$ or $s(u)=-s(v)$, hence $SA=-AS$. It follows that

$$(-E-A)S=-ES+SA=-S(E-A).$$

If $(E-A)G=1$, then

$$(-E-A)(-SGS)=S(E-A)GS=S^2=1,$$

so $-SGS$ is a Green function at $-E$. A right inverse of a square matrix is also a left inverse, so any Green function $G'$ at $-E$ satisfies $G'=G'(-E-A)(-SGS)=-SGS$. Entry by entry,

$$G'_{uv}=-s(u)s(v)\,G_{uv},\qquad |G'_{uv}|=|G_{uv}|.$$

At $E=0$ we have $G'=G$. For $s(u)=s(v)$ this gives $G_{uv}=-G_{uv}$, so $G_{uv}=0$.

In a non-interacting model with each lead weakly coupled to a single atom, off-resonant transmission is proportional to $|G_{uv}|^2$ at leading order, so in a connected molecule a vanishing entry signals destructive interference. The theorems concern the bare molecule; leads and electron repulsion are absent.

## Alternant matrices and Green functions in Lean

The index type `n` is the finite set of atoms, and `𝕜` is $\mathbb R$ or $\mathbb C$. `A` need not be symmetric, so the real symmetric Hückel matrix is a special case.

```lean
import Mathlib

open scoped Matrix

namespace AlternantConduction

variable {n 𝕜 : Type*} [Fintype n] [DecidableEq n] [RCLike 𝕜]
```

`IsAlternant` contains both the sign condition and the zero pattern.

```lean
/-- The labels `s` are signs `±1` dividing the atoms into two classes, and the Hückel
matrix `A` has no entry between atoms of the same class. -/
def IsAlternant (A : Matrix n n 𝕜) (s : n → 𝕜) : Prop :=
  (∀ u, s u = 1 ∨ s u = -1) ∧ ∀ u v, s u = s v → A u v = 0
```

In `IsGreen`, the term `E • 1` is the energy times the identity matrix.

```lean
/-- `G` is the Green function of `A` at energy `E`: it solves `(E - A) G = 1`. -/
def IsGreen (A : Matrix n n 𝕜) (E : 𝕜) (G : Matrix n n 𝕜) : Prop :=
  (E • (1 : Matrix n n 𝕜) - A) * G = 1
```

A Green function exists exactly when $E$ is not an eigenvalue. The proof turns a right inverse into a two-sided one, and conversely reads $G$ off from the invertible matrix $E-A$.

```lean
/-- A Green function exists at energy `E` exactly when `E` is outside the spectrum of `A`. -/
theorem exists_green_iff (A : Matrix n n 𝕜) (E : 𝕜) :
    (∃ G, IsGreen A E G) ↔ E ∉ spectrum 𝕜 A := by
  rw [spectrum.mem_iff, not_not, Algebra.algebraMap_eq_smul_one]
  constructor
  · rintro ⟨G, h⟩
    have h' : (E • (1 : Matrix n n 𝕜) - A) * G = 1 := h
    exact ⟨⟨_, G, h', mul_eq_one_comm.mp h'⟩, rfl⟩
  · rintro ⟨u, hu⟩
    refine ⟨(↑u⁻¹ : Matrix n n 𝕜), ?_⟩
    unfold IsGreen
    rw [← hu]
    exact u.mul_inv
```

## The sign matrix and the symmetry

The four sign combinations give $SA=-AS$: equal signs use the zero pattern, opposite signs use algebra.

```lean
/-- For an alternant system, changing the sign of the orbitals on one class
anticommutes with the Hückel matrix. -/
theorem sign_anticommutes {A : Matrix n n 𝕜} {s : n → 𝕜} (h : IsAlternant A s) :
    Matrix.diagonal s * A = -(A * Matrix.diagonal s) := by
  ext u v
  rw [Matrix.diagonal_mul, Matrix.neg_apply, Matrix.mul_diagonal]
  rcases h.1 u with hu | hu <;> rcases h.1 v with hv | hv
  · rw [h.2 u v (hu.trans hv.symm)]; simp
  · rw [hu, hv]; ring
  · rw [hu, hv]; ring
  · rw [h.2 u v (hu.trans hv.symm)]; simp
```

Next, `hS` is $S^2=1$, `h1` moves $S$ through $-E-A$, and the `calc` block is the displayed product above. Existence at $-E$ thus follows from existence at $E$.

```lean
/-- If an alternant system has Green function `G` at energy `E`, then `-S G S` is its
Green function at `-E`, where `S` is the diagonal matrix of class signs. -/
theorem green_neg_energy {A G : Matrix n n 𝕜} {s : n → 𝕜} {E : 𝕜}
    (h : IsAlternant A s) (hG : IsGreen A E G) :
    IsGreen A (-E) (-(Matrix.diagonal s * G * Matrix.diagonal s)) := by
  have hG' : (E • (1 : Matrix n n 𝕜) - A) * G = 1 := hG
  have hS : Matrix.diagonal s * Matrix.diagonal s = 1 := by
    rw [Matrix.diagonal_mul_diagonal, ← Matrix.diagonal_one]
    congr 1
    funext u
    rcases h.1 u with hu | hu <;> simp [hu]
  -- moving the sign matrix through `-E - A` turns it into `-(E - A)`
  have h1 : ((-E) • (1 : Matrix n n 𝕜) - A) * Matrix.diagonal s
      = -(Matrix.diagonal s * (E • (1 : Matrix n n 𝕜) - A)) := by
    rw [sub_mul, mul_sub, sign_anticommutes h, smul_mul_assoc, mul_smul_comm,
      one_mul, mul_one]
    module
  unfold IsGreen
  calc ((-E) • (1 : Matrix n n 𝕜) - A) * (-(Matrix.diagonal s * G * Matrix.diagonal s))
      = -((((-E) • (1 : Matrix n n 𝕜) - A) * Matrix.diagonal s) * G
          * Matrix.diagonal s) := by
        simp only [mul_neg, mul_assoc]
    _ = Matrix.diagonal s * ((E • (1 : Matrix n n 𝕜) - A) * G) * Matrix.diagonal s := by
        rw [h1]
        simp only [neg_mul, neg_neg, mul_assoc]
    _ = 1 := by rw [hG', mul_one, hS]
```

Uniqueness of inverses identifies $G'$ with $-SGS$, and reading off an entry gives the symmetry.

```lean
/-- In an alternant system, the Green functions `G` at `E` and `G'` at `-E` are related by
`G'_uv = -s(u) s(v) G_uv`. -/
theorem green_symmetry {A G G' : Matrix n n 𝕜} {s : n → 𝕜} {E : 𝕜}
    (h : IsAlternant A s) (hG : IsGreen A E G) (hG' : IsGreen A (-E) G') (u v : n) :
    G' u v = -(s u * s v) * G u v := by
  have h1 : ((-E) • (1 : Matrix n n 𝕜) - A) * G' = 1 := hG'
  -- the Green function at a given energy is unique
  have h2 : G' = -(Matrix.diagonal s * G * Matrix.diagonal s) :=
    left_inv_eq_right_inv (mul_eq_one_comm.mp h1) (green_neg_energy h hG)
  rw [h2, Matrix.neg_apply, Matrix.mul_diagonal, Matrix.diagonal_mul]
  ring
```

Since the prefactor is $\pm1$, the magnitudes agree.

```lean
/-- In an alternant system, each Green function entry has the same magnitude at `E`
and at `-E`, when both Green functions exist. -/
theorem green_norm_symmetry {A G G' : Matrix n n 𝕜} {s : n → 𝕜} {E : 𝕜}
    (h : IsAlternant A s) (hG : IsGreen A E G) (hG' : IsGreen A (-E) G') (u v : n) :
    ‖G' u v‖ = ‖G u v‖ := by
  rw [green_symmetry h hG hG' u v]
  rcases h.1 u with hu | hu <;> rcases h.1 v with hv | hv <;> simp [hu, hv]
```

## Zero energy

Applying the symmetry with $G'=G$ gives the selection rule; `linear_combination` solves $G_{uv}=-G_{uv}$.

```lean
/-- Selection rule: if an alternant system has a Green function at zero energy, its entries between
atoms of the same class vanish. -/
theorem selection_rule {A G : Matrix n n 𝕜} {s : n → 𝕜}
    (h : IsAlternant A s) (hG : IsGreen A 0 G) (u v : n) (huv : s u = s v) :
    G u v = 0 := by
  have key := green_symmetry h hG (by rw [neg_zero]; exact hG) u v
  -- the entry equals its own negative
  rcases h.1 v with hv | hv
  · rw [huv, hv] at key
    linear_combination (1 / 2) * key
  · rw [huv, hv] at key
    linear_combination (1 / 2) * key
```

The converse holds for a fixed labelling. From $-AG=1$ follows $-GA=1$, so $A$ is the zero-energy Green function of $G$. If $G$ vanishes within the classes, the selection rule applied to $G$ gives the same pattern for $A$.

```lean
/-- For a given `±1` labelling and a Green function `G` at zero energy, the system is
alternant exactly when `G` vanishes within each class. -/
theorem alternant_iff_selection_rule {A G : Matrix n n 𝕜} {s : n → 𝕜}
    (hs : ∀ u, s u = 1 ∨ s u = -1) (hG : IsGreen A 0 G) :
    IsAlternant A s ↔ ∀ u v, s u = s v → G u v = 0 := by
  refine ⟨fun h => selection_rule h hG, fun h => ?_⟩
  -- at zero energy `A` is in turn the Green function of `G`
  have h1 : ((0 : 𝕜) • (1 : Matrix n n 𝕜) - A) * G = 1 := hG
  have h2 := mul_eq_one_comm.mp h1
  have h3 : IsGreen G 0 A := by
    unfold IsGreen
    simp only [zero_smul, zero_sub, mul_neg] at h2
    simp only [zero_smul, zero_sub, neg_mul]
    exact h2
  exact ⟨hs, selection_rule ⟨hs, h⟩ h3⟩
```

A zero-energy Green function also forces classes of equal size. Since $AG=GA=-1$, we have $\operatorname{tr}(SAG)=-\operatorname{tr}S$. Anticommutation and cyclicity also give

$$\operatorname{tr}(SAG)=-\operatorname{tr}(ASG)=-\operatorname{tr}(SGA)=\operatorname{tr}S.$$

Hence $\operatorname{tr}S=\sum_u s(u)=0$. The proof computes these two values as `t1` and `t2`.

```lean
/-- If an alternant system has a Green function at zero energy, its class signs sum to
zero: the two classes have equally many atoms. -/
theorem classes_balanced {A G : Matrix n n 𝕜} {s : n → 𝕜}
    (h : IsAlternant A s) (hG : IsGreen A 0 G) : ∑ u, s u = 0 := by
  have h1 : ((0 : 𝕜) • (1 : Matrix n n 𝕜) - A) * G = 1 := hG
  have h2 := mul_eq_one_comm.mp h1
  simp only [zero_smul, zero_sub, neg_mul] at h1
  simp only [zero_smul, zero_sub, mul_neg] at h2
  have hAG : A * G = -1 := by rw [← h1, neg_neg]
  have hGA : G * A = -1 := by rw [← h2, neg_neg]
  -- evaluate the trace of `S A G` directly, and after moving `A` around the trace
  have t1 : Matrix.trace (Matrix.diagonal s * (A * G)) = -∑ u, s u := by
    rw [hAG, mul_neg, mul_one, Matrix.trace_neg, Matrix.trace_diagonal]
  have t2 : Matrix.trace (Matrix.diagonal s * (A * G)) = ∑ u, s u := by
    rw [← mul_assoc, sign_anticommutes h, neg_mul, mul_assoc, Matrix.trace_neg,
      Matrix.trace_mul_comm, mul_assoc, hGA, mul_neg, mul_one, Matrix.trace_neg,
      neg_neg, Matrix.trace_diagonal]
  linear_combination (1 / 2) * (t1 - t2)
```

## Ethylene and butadiene

Both examples use hopping $+1$, which fixes the energy unit and sign convention. For ethylene, multiplying $E-A$ by the matrix with rows $(E,1)$ and $(1,E)$ gives $(E^2-1)$ times the identity. The diagonal of the Green function, $E/(E^2-1)$, is odd in $E$ and vanishes at zero; the off-diagonal entry $1/(E^2-1)$ is even.

```lean
/-- Ethylene, with unit hopping, is alternant, and its Green function at any real energy
with `E² ≠ 1` is the matrix with rows `(E, 1)` and `(1, E)` divided by `E² - 1`. -/
theorem ethylene_witness (E : ℝ) (hE : E ^ 2 ≠ 1) :
    IsAlternant (!![0, 1; 1, 0] : Matrix (Fin 2) (Fin 2) ℝ) ![1, -1] ∧
    IsGreen !![0, 1; 1, 0] E ((E ^ 2 - 1)⁻¹ • !![E, 1; 1, E]) := by
  refine ⟨⟨?_, ?_⟩, ?_⟩
  · intro u
    fin_cases u <;> simp
  · intro u v
    fin_cases u <;> fin_cases v <;> simp <;> norm_num
  · have h1 : (E • (1 : Matrix (Fin 2) (Fin 2) ℝ) - !![0, 1; 1, 0]) * !![E, 1; 1, E]
        = (E ^ 2 - 1) • (1 : Matrix (Fin 2) (Fin 2) ℝ) := by
      ext i j
      fin_cases i <;> fin_cases j <;> simp [Matrix.mul_apply, Fin.sum_univ_two] <;> ring
    unfold IsGreen
    rw [mul_smul_comm, h1, smul_smul, inv_mul_cancel₀ (sub_ne_zero.mpr hE), one_smul]
```

For butadiene, the zero-energy equation is checked entry by entry. Counting atoms from 0, as Lean does, $G_{03}=1$ joins the chain ends, while $G_{12}=0$ although atoms 1 and 2 belong to opposite classes. The rule forces zeros within a class but does not exclude others.

```lean
/-- Butadiene, a chain of four atoms with unit hopping, is alternant, and the last matrix displayed
is its Green function at zero energy. -/
theorem butadiene_witness :
    IsAlternant (!![0, 1, 0, 0; 1, 0, 1, 0; 0, 1, 0, 1; 0, 0, 1, 0] :
      Matrix (Fin 4) (Fin 4) ℝ) ![1, -1, 1, -1] ∧
    IsGreen (!![0, 1, 0, 0; 1, 0, 1, 0; 0, 1, 0, 1; 0, 0, 1, 0] :
      Matrix (Fin 4) (Fin 4) ℝ) 0
      !![0, -1, 0, 1; -1, 0, 0, 0; 0, 0, 0, -1; 1, 0, -1, 0] := by
  refine ⟨⟨?_, ?_⟩, ?_⟩
  · intro u
    fin_cases u <;> simp
  · intro u v
    fin_cases u <;> fin_cases v <;> simp <;> norm_num
  · unfold IsGreen
    rw [zero_smul, zero_sub]
    ext i j
    fin_cases i <;> fin_cases j <;> simp [Matrix.mul_apply, Fin.sum_univ_four]

end AlternantConduction
```

```lean
#print axioms AlternantConduction.exists_green_iff
#print axioms AlternantConduction.green_norm_symmetry
#print axioms AlternantConduction.alternant_iff_selection_rule
#print axioms AlternantConduction.classes_balanced
```

```
'AlternantConduction.exists_green_iff' depends on axioms: [propext, Classical.choice, Quot.sound]
'AlternantConduction.green_norm_symmetry' depends on axioms: [propext, Classical.choice, Quot.sound]
'AlternantConduction.alternant_iff_selection_rule' depends on axioms: [propext, Classical.choice, Quot.sound]
'AlternantConduction.classes_balanced' depends on axioms: [propext, Classical.choice, Quot.sound]
```
